# Spin-3/2 central line after a selective pulse: magnetic relaxation at rates 1/T1 and 6/T1, with weights 0.1 and 0.9

I extract $T_1$ for a spin-3/2 nucleus by inverting its central line with a selective pulse and fitting the recovery to

$$M(t) = M_\infty\left[1 - A\left(0.1\,e^{-t/T_1} + 0.9\,e^{-6t/T_1}\right)\right],$$

with $T_1$ as the only rate in the fit. Two things bother me. Ninety percent of the signal recovers six times faster than the rate I then report, so why is the small slow part the one that deserves the name $1/T_1$? And four levels should give three nonzero rates, but I see only two. Is the third missing because my pulse happened to be clean, and would it come back after a sloppier one?

## The magnetization relaxes at the slow rate, and the middle rate never reaches the central line

The slow rate is the rate at which the total magnetization relaxes, whatever the initial populations. The missing rate belongs to a combination of populations that the central line cannot see, so a sloppy pulse doesn't bring it back. It can change the weights 0.1 and 0.9, though. All this holds for relaxation by a fluctuating transverse magnetic field with one common rate constant $w$.

Number the levels $m = 3/2, 1/2, -1/2, -3/2$ by $0, 1, 2, 3$, and let $p_i$ be the deviation of population $i$ from equilibrium. The field couples to the spin through $I_x$, so it joins neighbouring levels only, and each transition rate is $w$ times the squared matrix element of $2I_x$. These elements are $\sqrt3, 2, \sqrt3$, with squares $3, 4, 3$. With equal rates up and down, as at high temperature, the deviations obey $p' = -wLp$, where

$$L = \begin{pmatrix} 3&-3&0&0\\ -3&7&-4&0\\ 0&-4&7&-3\\ 0&0&-3&3 \end{pmatrix}.$$

Suppose a row vector $c$ satisfies $cL = \mu c$. Then

$$\frac{d}{dt}(c\cdot p) = -w\,cLp = -\mu w\,(c\cdot p),$$

so the derivative of $(c\cdot p)\,e^{\mu w t}$ is zero, and $c\cdot p(t) = c\cdot p(0)\,e^{-\mu w t}$. Multiplying out $cL$ confirms three such combinations:

- $D = 3p_0 + p_1 - p_2 - 3p_3$, with $\mu = 2$ (dipolar);
- $Q = p_0 - p_1 - p_2 + p_3$, with $\mu = 6$ (quadrupolar);
- $O = p_0 - 3p_1 + 3p_2 - p_3$, with $\mu = 12$ (octupolar).

Since the $p_i$ are deviations, $\sum_m m\,p_m = D/2$ is the distance of the magnetization from its equilibrium value. This distance decays at the single rate $2w$, which is what identifies $1/T_1 = 2w$.

When the central line is read out by a selective pulse, the departure of its intensity from equilibrium is proportional to $p_1 - p_2$. Collecting coefficients gives

$$p_1 - p_2 = \frac{D - 3O}{10}.$$

$Q$ is absent for every preparation: it is even under reflection of the level scheme, $m \to -m$, while $p_1 - p_2$ is odd.

A selective pulse on the central transition moves population between levels 1 and 2 only. If the spins were at equilibrium before it, and it is short compared with the relaxation, it leaves a deviation proportional to $(0,1,-1,0)$. For that vector $D(0) = 2$ and $O(0) = -6$, hence

$$p_1(t) - p_2(t) = \tfrac15 e^{-2wt} + \tfrac95 e^{-12wt}.$$

Dividing by the initial difference, 2, gives your weights 0.1 and 0.9, and $12w = 6/T_1$.

A satellite line can show all three rates, depending on the preparation. Its difference is $p_0 - p_1 = D/10 + Q/2 + O/5$, and the deviation $(1,-1,0,0)$ has $D(0) = 2$, $Q(0) = 2$, $O(0) = 4$. The coefficients are then $1/5$, $1$ and $4/5$, or $0.1$, $0.5$ and $0.4$ after normalisation.

## The same statements in Lean

```lean
import Mathlib

open Matrix

namespace SpinThreeHalvesRelaxation

noncomputable section

/-- The operator `2 I_x` of a spin 3/2 in the basis `m = 3/2, 1/2, -1/2, -3/2`. -/
def twoIx : Matrix (Fin 4) (Fin 4) ℝ :=
  !![0, √3, 0, 0; √3, 0, 2, 0; 0, 2, 0, √3; 0, 0, √3, 0]

/-- The Laplacian of the level scheme, in which two levels are joined with a weight equal to
the squared matrix element of `2 I_x` between them. -/
def laplacian : Matrix (Fin 4) (Fin 4) ℝ :=
  Matrix.diagonal (fun i => ∑ j, twoIx i j ^ 2) - Matrix.of (fun i j => twoIx i j ^ 2)

/-- The master equation `p' = -w L p` for the deviations `p` of the four level populations
from equilibrium. -/
def Relaxes (w : ℝ) (p : ℝ → Fin 4 → ℝ) : Prop :=
  ∀ t i, HasDerivAt (fun s => p s i) (-w * (laplacian *ᵥ p t) i) t

/-- The magnetization `∑ m p_m` carried by the level populations. -/
def magnetization (q : Fin 4 → ℝ) : ℝ :=
  3 / 2 * q 0 + 1 / 2 * q 1 - 1 / 2 * q 2 - 3 / 2 * q 3

/-- The matrix elements of `2 I_x` give the Laplacian of a four-level path with edge
weights 3, 4, 3. -/
theorem laplacian_eq :
    laplacian = !![3, -3, 0, 0; -3, 7, -4, 0; 0, -4, 7, -3; 0, 0, -3, 3] := by
  ext i j
  fin_cases i <;> fin_cases j <;>
    simp [laplacian, twoIx, Fin.sum_univ_four] <;> norm_num

/-- If `p` solves the master equation and `c L = μ c` for the Laplacian `L`, then `c · p` at time
`t` is its initial value times `exp(-μwt)`. -/
theorem mode_decay {w μ : ℝ} {p : ℝ → Fin 4 → ℝ} {c : Fin 4 → ℝ} (h : Relaxes w p)
    (hc : c ᵥ* laplacian = μ • c) (t : ℝ) :
    c ⬝ᵥ p t = c ⬝ᵥ p 0 * Real.exp (-μ * w * t) := by
  -- the amplitude obeys a scalar rate equation
  have hf : ∀ t, HasDerivAt (fun s => c ⬝ᵥ p s) (-(μ * w) * (c ⬝ᵥ p t)) t := by
    intro t
    have h1 : HasDerivAt (fun s => ∑ i, c i * p s i)
        (∑ i, c i * (-w * (laplacian *ᵥ p t) i)) t :=
      HasDerivAt.fun_sum (fun i _ => (h t i).const_mul (c i))
    have h2 : ∑ i, c i * (-w * (laplacian *ᵥ p t) i) = -(μ * w) * (c ⬝ᵥ p t) := by
      calc ∑ i, c i * (-w * (laplacian *ᵥ p t) i)
          = -w * (c ⬝ᵥ (laplacian *ᵥ p t)) := by
            simp only [dotProduct, Finset.mul_sum]
            exact Finset.sum_congr rfl (fun i _ => by ring)
        _ = -(μ * w) * (c ⬝ᵥ p t) := by
            rw [Matrix.dotProduct_mulVec, hc, smul_dotProduct, smul_eq_mul]
            ring
    rw [h2] at h1
    exact h1
  -- so its product with the growing exponential is constant
  have hg : ∀ t, HasDerivAt (fun s => (c ⬝ᵥ p s) * Real.exp (μ * w * s)) 0 t := by
    intro t
    have he : HasDerivAt (fun s => Real.exp (μ * w * s))
        (Real.exp (μ * w * t) * (μ * w)) t := by
      simpa using ((hasDerivAt_id t).const_mul (μ * w)).exp
    exact ((hf t).fun_mul he).congr_deriv (by ring)
  have key := is_const_of_deriv_eq_zero (fun t => (hg t).differentiableAt)
    (fun t => (hg t).deriv) t 0
  simp only [mul_zero, Real.exp_zero, mul_one] at key
  have hz : μ * w * t + -μ * w * t = 0 := by ring
  rw [← key, mul_assoc, ← Real.exp_add, hz, Real.exp_zero, mul_one]

/-- For any solution of the master equation, the dipolar, quadrupolar and octupolar combinations of
the populations are their initial values times `exp(-2wt)`, `exp(-6wt)` and `exp(-12wt)`. -/
theorem multipole_decay {w : ℝ} {p : ℝ → Fin 4 → ℝ} (h : Relaxes w p) (t : ℝ) :
    (3 * p t 0 + p t 1 - p t 2 - 3 * p t 3 =
      (3 * p 0 0 + p 0 1 - p 0 2 - 3 * p 0 3) * Real.exp (-2 * w * t)) ∧
    (p t 0 - p t 1 - p t 2 + p t 3 =
      (p 0 0 - p 0 1 - p 0 2 + p 0 3) * Real.exp (-6 * w * t)) ∧
    (p t 0 - 3 * p t 1 + 3 * p t 2 - p t 3 =
      (p 0 0 - 3 * p 0 1 + 3 * p 0 2 - p 0 3) * Real.exp (-12 * w * t)) := by
  have dot : ∀ (a b c d : ℝ) (q : Fin 4 → ℝ),
      ![a, b, c, d] ⬝ᵥ q = a * q 0 + b * q 1 + c * q 2 + d * q 3 := by
    intro a b c d q
    simp [dotProduct, Fin.sum_univ_four]
  -- the three left eigenvectors
  have e1 : ![3, 1, -1, -3] ᵥ* laplacian = (2 : ℝ) • ![3, 1, -1, -3] := by
    rw [laplacian_eq]
    ext i
    fin_cases i <;> simp [Matrix.vecMul, dotProduct, Fin.sum_univ_four] <;> norm_num
  have e2 : ![1, -1, -1, 1] ᵥ* laplacian = (6 : ℝ) • ![1, -1, -1, 1] := by
    rw [laplacian_eq]
    ext i
    fin_cases i <;> simp [Matrix.vecMul, dotProduct, Fin.sum_univ_four] <;> norm_num
  have e3 : ![1, -3, 3, -1] ᵥ* laplacian = (12 : ℝ) • ![1, -3, 3, -1] := by
    rw [laplacian_eq]
    ext i
    fin_cases i <;> simp [Matrix.vecMul, dotProduct, Fin.sum_univ_four] <;> norm_num
  have h1 := mode_decay h e1 t
  have h2 := mode_decay h e2 t
  have h3 := mode_decay h e3 t
  simp only [dot] at h1 h2 h3
  exact ⟨by linear_combination h1, by linear_combination h2, by linear_combination h3⟩

/-- For any solution of the master equation, the magnetization at time `t` is its initial value
times `exp(-2wt)`. -/
theorem magnetization_decay {w : ℝ} {p : ℝ → Fin 4 → ℝ} (h : Relaxes w p) (t : ℝ) :
    magnetization (p t) = magnetization (p 0) * Real.exp (-2 * w * t) := by
  unfold magnetization
  linear_combination (multipole_decay h t).1 / 2

/-- For any solution of the master equation, the population difference across the central line is a
combination of `exp(-2wt)` and `exp(-12wt)`, with coefficients given by the initial populations. -/
theorem central_line {w : ℝ} {p : ℝ → Fin 4 → ℝ} (h : Relaxes w p) (t : ℝ) :
    p t 1 - p t 2 =
      (3 * p 0 0 + p 0 1 - p 0 2 - 3 * p 0 3) / 10 * Real.exp (-2 * w * t)
      - 3 * (p 0 0 - 3 * p 0 1 + 3 * p 0 2 - p 0 3) / 10 * Real.exp (-12 * w * t) := by
  obtain ⟨h1, -, h3⟩ := multipole_decay h t
  linear_combination h1 / 10 - 3 * h3 / 10

/-- Central-line recovery for spin 3/2: for a solution of the master equation that starts from the
deviation `(0, 1, -1, 0)`, the central population difference is `0.2 exp(-2wt) + 1.8 exp(-12wt)`. -/
theorem central_line_recovery {w : ℝ} {p : ℝ → Fin 4 → ℝ} (h : Relaxes w p)
    (h0 : p 0 = ![0, 1, -1, 0]) (t : ℝ) :
    p t 1 - p t 2 = 1 / 5 * Real.exp (-2 * w * t) + 9 / 5 * Real.exp (-12 * w * t) := by
  have a0 : p 0 0 = 0 := by simp [h0]
  have a1 : p 0 1 = 1 := by simp [h0]
  have a2 : p 0 2 = -1 := by simp [h0]
  have a3 : p 0 3 = 0 := by simp [h0]
  rw [central_line h t, a0, a1, a2, a3]
  ring

/-- Satellite-line recovery for spin 3/2: for a solution of the master equation that starts from the
deviation `(1, -1, 0, 0)`, the population difference of levels 0 and 1 is
`0.2 exp(-2wt) + exp(-6wt) + 0.8 exp(-12wt)`. -/
theorem satellite_line_recovery {w : ℝ} {p : ℝ → Fin 4 → ℝ} (h : Relaxes w p)
    (h0 : p 0 = ![1, -1, 0, 0]) (t : ℝ) :
    p t 0 - p t 1 = 1 / 5 * Real.exp (-2 * w * t) + Real.exp (-6 * w * t)
      + 4 / 5 * Real.exp (-12 * w * t) := by
  have a0 : p 0 0 = 1 := by simp [h0]
  have a1 : p 0 1 = -1 := by simp [h0]
  have a2 : p 0 2 = 0 := by simp [h0]
  have a3 : p 0 3 = 0 := by simp [h0]
  obtain ⟨h1, h2, h3⟩ := multipole_decay h t
  rw [a0, a1, a2, a3] at h1 h2 h3
  linear_combination h1 / 10 + h2 / 2 + h3 / 5

/-- The population deviation `(3 exp(-2wt) - 3 exp(-12wt)) / 10` of an outer level. -/
def outer (w t : ℝ) : ℝ := (3 * Real.exp (-2 * w * t) - 3 * Real.exp (-12 * w * t)) / 10

/-- The population deviation `(exp(-2wt) + 9 exp(-12wt)) / 10` of an inner level. -/
def inner (w t : ℝ) : ℝ := (1 * Real.exp (-2 * w * t) + 9 * Real.exp (-12 * w * t)) / 10

/-- The populations `(outer, inner, -inner, -outer)` solve the master equation and start from
the deviation `(0, 1, -1, 0)`. -/
theorem central_line_witness (w : ℝ) :
    Relaxes w (fun t => ![outer w t, inner w t, -inner w t, -outer w t]) ∧
    ![outer w 0, inner w 0, -inner w 0, -outer w 0] = ![0, 1, -1, 0] := by
  have mv : ∀ q : Fin 4 → ℝ, laplacian *ᵥ q =
      ![3 * q 0 - 3 * q 1, -3 * q 0 + 7 * q 1 - 4 * q 2,
        -4 * q 1 + 7 * q 2 - 3 * q 3, -3 * q 2 + 3 * q 3] := by
    intro q
    rw [laplacian_eq]
    ext i
    fin_cases i <;> simp [Matrix.mulVec, dotProduct, Fin.sum_univ_four] <;> ring
  constructor
  · intro t i
    have e : ∀ k : ℝ, HasDerivAt (fun s => Real.exp (k * w * s))
        (Real.exp (k * w * t) * (k * w)) t := by
      intro k
      simpa using ((hasDerivAt_id t).const_mul (k * w)).exp
    -- the two inequivalent levels obey coupled rate equations
    have ha : HasDerivAt (fun s => outer w s) (-w * (3 * outer w t - 3 * inner w t)) t :=
      ((((e (-2)).const_mul 3).fun_sub ((e (-12)).const_mul 3)).div_const 10).congr_deriv
        (by unfold outer inner; ring)
    have hb : HasDerivAt (fun s => inner w s) (-w * (-3 * outer w t + 11 * inner w t)) t :=
      ((((e (-2)).const_mul 1).fun_add ((e (-12)).const_mul 9)).div_const 10).congr_deriv
        (by unfold outer inner; ring)
    rw [mv]
    fin_cases i
    · exact ha
    · refine hb.congr_deriv ?_
      change _ = -w * (-3 * outer w t + 7 * inner w t - 4 * -inner w t)
      ring
    · refine hb.fun_neg.congr_deriv ?_
      change _ = -w * (-4 * inner w t + 7 * -inner w t - 3 * -outer w t)
      ring
    · refine ha.fun_neg.congr_deriv ?_
      change _ = -w * (-3 * -inner w t + 3 * -outer w t)
      ring
  · have h1 : outer w 0 = 0 := by simp [outer]
    have h2 : inner w 0 = 1 := by
      simp only [inner, mul_zero, Real.exp_zero]
      norm_num
    rw [h1, h2, neg_zero]

end

end SpinThreeHalvesRelaxation
```

```lean
#print axioms SpinThreeHalvesRelaxation.magnetization_decay
#print axioms SpinThreeHalvesRelaxation.central_line_recovery
#print axioms SpinThreeHalvesRelaxation.satellite_line_recovery
```

```
'SpinThreeHalvesRelaxation.magnetization_decay' depends on axioms: [propext, Classical.choice, Quot.sound]
'SpinThreeHalvesRelaxation.central_line_recovery' depends on axioms: [propext, Classical.choice, Quot.sound]
'SpinThreeHalvesRelaxation.satellite_line_recovery' depends on axioms: [propext, Classical.choice, Quot.sound]
```

## What the definitions and theorems say

`twoIx` is the matrix of $2I_x$, and `laplacian` is built from its squared entries. The weights 3, 4, 3 are thus a result, `laplacian_eq`. This fixes the convention for $w$: if you define your rate constant with the squares of $I_x$ instead, it is four times this $w$.

A trajectory is a function `p : ℝ → Fin 4 → ℝ` whose values are deviations from equilibrium. So `magnetization (p t)` and `p t 1 - p t 2` are the departures of the magnetization and of the central-line population difference from their equilibrium values, and their decay to zero is the recovery seen in the experiment. `Relaxes w p` says that each component has the derivative prescribed by the master equation at every real time, although an experiment uses only $t \ge 0$. The theorems hold for every real `w`; physically $w > 0$, and only then are the exponentials decays and $T_1$ a relaxation time.

`magnetization_decay` and `central_line` hold for any initial populations, and the second is the formula to use when the preparation pulse was not selective but the readout pulse is. `central_line_recovery` and `satellite_line_recovery` add the initial condition `h0`, which fixes the preparation. `central_line_witness` gives an explicit solution that starts from $(0,1,-1,0)$, so the central-line theorem speaks about trajectories that exist for each `w`.

The master equation itself is assumed. It takes the four levels to be pure states of $I_z$, as when the Zeeman energy is much larger than the quadrupole coupling. The constant $w$ stands for the strength of the field fluctuations at the transition frequencies, taken to be the same for all three transitions, and it is not derived from a correlation function. Fluctuating electric field gradients, which also drive $\Delta m = \pm 2$ transitions, need a different matrix. Coherences, flip-flops between nuclei and a spread of $T_1$ values over the sample are left out as well. Within this model of four populations, the matrix elements of $I_x$ fix the ratios of the rates, and the initial populations fix the weights. After a clean selective pulse, the fit therefore has $T_1$ as its only time constant, beside the amplitudes $M_\infty$ and $A$.

## From eigenvectors to the two exponentials

`mode_decay` is the argument for a general row vector $c$. Its first part, `hf`, differentiates $c\cdot p$ term by term and uses `Matrix.dotProduct_mulVec` to let $L$ act on $c$, where the eigenvector hypothesis `hc` replaces it by $\mu$. The second part, `hg`, shows that the product with $e^{\mu w t}$ has zero derivative. `is_const_of_deriv_eq_zero` then equates its values at $t$ and $0$, and the last lines move the exponential to the other side.

`multipole_decay` checks the three products $cL = \mu c$ entry by entry (`e1`, `e2`, `e3`) and applies `mode_decay` to each. `magnetization_decay` is half of the dipolar equation.

In `central_line`, the step `linear_combination h1 / 10 - 3 * h3 / 10` is the identity $p_1 - p_2 = (D - 3O)/10$, and the quadrupolar equation is discarded when the three results are unpacked. `central_line_recovery` inserts the four initial values. The satellite theorem works in the same way, with coefficients $1/10$, $1/2$ and $1/5$.

The explicit solution has the antisymmetric form $(a, b, -b, -a)$, with $a$ called `outer` and $b$ called `inner`. The four equations then reduce to two,

$$a' = -w(3a - 3b), \qquad b' = -w(-3a + 11b),$$

where $11 = 7 + 4$ because level 2 carries $-b$. The proof verifies these two as `ha` and `hb` by differentiating the exponentials, obtains the lower two levels by a change of sign, and evaluates $a(0) = 0$ and $b(0) = 1$.
